# The volume of a ball, divided by its number of orthants, lies between the hard-wall and Neumann counts of box quantum numbers

The theorem `volume_bracket` compares a ball's volume with two counts of the quantum numbers of a box: positive integers for hard walls, nonnegative integers for Neumann walls. For every dimension `d` and real `R`, it states that the number of integer vectors of each kind with Euclidean norm at most `|R|`, multiplied by `2 ^ d`, bounds the volume of the solid ball of radius `|R|` from below for hard walls and from above for Neumann walls. The attempt attaches to each integer vector a cell of volume `2 ^ d`, made of a unit cube and its mirror images. For the lower bound it shows that the hard-wall cells are disjoint and fit inside the ball, and for the upper bound that the Neumann cells cover it.

The first attempt, which Lean rejects:

```lean
import Mathlib

open MeasureTheory
open scoped Real

namespace VolumeBracket

noncomputable section

/-- Quantum numbers of a box with Neumann walls: nonnegative integers with norm at most `|R|`. -/
def neumann (d : ℕ) (R : ℝ) : Set (Fin d → ℕ) := {n | ∑ i, (n i : ℝ) ^ 2 ≤ R ^ 2}

/-- Quantum numbers of a box with hard walls: positive integers with norm at most `|R|`. -/
def hardWall (d : ℕ) (R : ℝ) : Set (Fin d → ℕ) :=
  {n | (∀ i, 1 ≤ n i) ∧ ∑ i, (n i : ℝ) ^ 2 ≤ R ^ 2}

/-- The solid Euclidean ball of radius `|R|` about the origin. -/
def solidBall (d : ℕ) (R : ℝ) : Set (Fin d → ℝ) := {x | ∑ i, x i ^ 2 ≤ R ^ 2}

/-- The points `x` for which every `|x i|` rounds down to `n i`: the unit cube with lowest corner
`n`, together with its images under all sign changes of the coordinates. -/
def cell {d : ℕ} (n : Fin d → ℕ) : Set (Fin d → ℝ) := {x | ∀ i, ⌊|x i|⌋₊ = n i}

/-- A cell is measurable and has volume `2 ^ d`. -/
theorem volume_cell {d : ℕ} (n : Fin d → ℕ) :
    MeasurableSet (cell n) ∧ volume (cell n) = 2 ^ d := by
  -- a cell is a product of one-dimensional shells
  have h : cell n = Set.univ.pi fun i =>
      Metric.ball (0 : ℝ) ((n i : ℝ) + 1) \ Metric.ball (0 : ℝ) (n i : ℝ) := by
    ext x
    simp only [cell, Set.mem_ofPred_eq, Set.mem_univ_pi, Set.mem_sdiff, mem_ball_zero_iff,
      Real.norm_eq_abs, not_lt]
    exact forall_congr' fun i => (Nat.floor_eq_iff (abs_nonneg _)).trans and_comm
  have hs (k : ℕ) : volume (Metric.ball (0 : ℝ) ((k : ℝ) + 1) \ Metric.ball (0 : ℝ) (k : ℝ))
      = 2 := by
    rw [measure_sdiff (Metric.ball_subset_ball (by linarith))
      measurableSet_ball.nullMeasurableSet
      (by rw [Real.volume_ball]; exact ENNReal.ofReal_ne_top),
      Real.volume_ball, Real.volume_ball, ← ENNReal.ofReal_sub _ (by positivity),
      show 2 * ((k : ℝ) + 1) - 2 * k = 2 by ring]
    simp
  rw [h]
  refine ⟨MeasurableSet.univ_pi fun i => measurableSet_ball.diff measurableSet_ball, ?_⟩
  rw [volume_pi_pi]
  simp only [hs, Finset.prod_const, Finset.card_univ, Fintype.card_fin]

/-- Only finitely many quantum numbers lie within a given radius. -/
theorem neumann_finite (d : ℕ) (R : ℝ) : (neumann d R).Finite := by
  refine (Set.finite_Icc (0 : Fin d → ℕ) (fun _ => ⌊R ^ 2⌋₊)).subset fun n hn => ?_
  refine ⟨fun i => Nat.zero_le _, fun i => Nat.le_floor ?_⟩
  have h1 : (n i : ℝ) ^ 2 ≤ ∑ j, (n j : ℝ) ^ 2 :=
    Finset.single_le_sum (f := fun j => (n j : ℝ) ^ 2) (fun j _ => sq_nonneg _)
      (Finset.mem_univ i)
  have h2 : (n i : ℝ) ≤ (n i : ℝ) ^ 2 := by exact_mod_cast Nat.le_self_pow two_ne_zero (n i)
  exact h2.trans (h1.trans hn)

/-- In any dimension the volume of the ball, divided among its `2 ^ d` orthants, lies between
the hard-wall count and the Neumann count. -/
theorem volume_bracket (d : ℕ) (R : ℝ) :
    ((hardWall d R).ncard : ENNReal) * 2 ^ d ≤ volume (solidBall d R) ∧
      volume (solidBall d R) ≤ ((neumann d R).ncard : ENNReal) * 2 ^ d := by
  have hN := neumann_finite d R
  have hD : (hardWall d R).Finite := hN.subset fun n hn => hn.2
  constructor
  · -- cells just below the positive points are disjoint and fit inside the ball
    have hdis : (↑hD.toFinset : Set (Fin d → ℕ)).PairwiseDisjoint
        (fun n => cell (fun i => n i - 1)) := by
      intro a ha b hb hab
      show Disjoint (cell _) (cell _)
      rw [Set.disjoint_left]
      intro x hxa hxb
      apply hab
      funext i
      have h1 : 1 ≤ a i := (hD.mem_toFinset.1 (Finset.mem_coe.1 ha)).1 i
      have h2 : 1 ≤ b i := (hD.mem_toFinset.1 (Finset.mem_coe.1 hb)).1 i
      have h3 : a i - 1 = b i - 1 := (hxa i).symm.trans (hxb i)
      omega
    calc ((hardWall d R).ncard : ENNReal) * 2 ^ d
        = ∑ n ∈ hD.toFinset, volume (cell (fun i => n i - 1)) := by
          rw [Set.ncard_eq_toFinset_card _ hD]
          simp only [(volume_cell _).2, Finset.sum_const, nsmul_eq_mul]
      _ = volume (⋃ n ∈ hD.toFinset, cell (fun i => n i - 1)) :=
          (measure_biUnion_finset hdis fun n _ => (volume_cell _).1).symm
      _ ≤ volume (solidBall d R) := by
          refine measure_mono (Set.iUnion₂_subset fun n hn x hx => ?_)
          have hn' := hD.mem_toFinset.1 hn
          refine le_trans (Finset.sum_le_sum fun i _ => ?_) hn'.2
          have h1 : ⌊|x i|⌋₊ = n i - 1 := hx i
          have h2 : ⌊|x i|⌋₊ + 1 = n i := by
            have := hn'.1 i
            omega
          have h3 : |x i| ≤ (n i : ℝ) := by
            rw [← h2]
            push_cast
            exact (Nat.lt_floor_add_one _).le
          rw [← sq_abs (x i)]
          exact pow_le_pow_left₀ (abs_nonneg _) h3 2
  · -- cells just above the nonnegative points cover the ball
    calc volume (solidBall d R) ≤ volume (⋃ n ∈ hN.toFinset, cell n) := by
          refine measure_mono fun x hx => ?_
          refine Set.mem_iUnion₂.2 ⟨fun i => ⌊|x i|⌋₊, hN.mem_toFinset.2 ?_, fun i => rfl⟩
          refine le_trans (Finset.sum_le_sum fun i _ => ?_) hx
          rw [← sq_abs (x i)]
          exact pow_le_pow_left₀ (Nat.cast_nonneg _) (Nat.floor_le (abs_nonneg _)) 2
      _ ≤ ∑ n ∈ hN.toFinset, volume (cell n) := measure_biUnion_finset_le _ _
      _ = ((neumann d R).ncard : ENNReal) * 2 ^ d := by
          rw [Set.ncard_eq_toFinset_card _ hN]
          simp only [(volume_cell _).2, Finset.sum_const, nsmul_eq_mul]

end

end VolumeBracket
```

Lean reports:

```
Main.lean:102:60: error: Application type mismatch: The argument
  hx
has type
  x ∈ solidBall d R
but is expected to have type
  ∑ i ∈ ?m.503, ?m.502 i ≤ ?m.496
in the application
  le_trans (Finset.sum_le_sum fun i x => ?m.507) hx
```

The error is in the upper bound, where a point `x` of the ball is rounded down to an integer vector that must be shown to lie in `neumann d R`. The second argument of `le_trans` has to be an inequality whose left side is a sum, but `hx` is stated as the membership `x ∈ solidBall d R`. By definition that membership is the inequality `∑ i, x i ^ 2 ≤ R ^ 2`, yet Lean did not unfold it to match a pattern whose summand and upper bound were still unknown, the `?m` terms in the message.

The repair restates `hx` as `hx'`, with the inequality written out. Lean accepts this because the two statements are equal by definition, and `le_trans` then receives an argument of the expected form. The `show` line does the same for the goal, spelling out the sum of squared rounded coordinates and the bound `R ^ 2`. The message does not complain about the goal, and in the lower bound a similar `le_trans` step passes with its goal left as a membership, so this line may be only a clarification. The mathematical argument is unchanged.

The repair, with which the file compiles:

```diff
@@ -100,5 +100,7 @@
           refine measure_mono fun x hx => ?_
           refine Set.mem_iUnion₂.2 ⟨fun i => ⌊|x i|⌋₊, hN.mem_toFinset.2 ?_, fun i => rfl⟩
-          refine le_trans (Finset.sum_le_sum fun i _ => ?_) hx
+          have hx' : ∑ i, x i ^ 2 ≤ R ^ 2 := hx
+          show ∑ i, ((⌊|x i|⌋₊ : ℕ) : ℝ) ^ 2 ≤ R ^ 2
+          refine le_trans (Finset.sum_le_sum fun i _ => ?_) hx'
           rw [← sq_abs (x i)]
           exact pow_le_pow_left₀ (Nat.cast_nonneg _) (Nat.floor_le (abs_nonneg _)) 2
```
